# Spreading one electron from a single orbital equally over n + 1 orbitals takes at least n two-orbital rotations

The theorem `equal_weight_needs_all` concerns one electron in a finite set of n + 1 orbitals, with real amplitudes. It states that the matrix whose entries are all 1/(n+1) is a single-electron occupation matrix, that is, symmetric, idempotent and of trace one. It also states that any list of Givens rotations, each mixing two distinct orbitals, that produces this matrix from diag(1,0,…,0) by conjugation has length at least n. The proof of the bound counts occupied orbitals: by the earlier lemma `card_occupied_le` their number is at most the number of rotations plus one, while in the equal-weight matrix all n + 1 are occupied.

The failing Lean file:

```lean
import Mathlib

open Matrix

namespace EqualWeightNeedsAll

noncomputable section

variable {ι : Type*} [Fintype ι] [DecidableEq ι]

/-- The rotation by the angle `θ` that mixes the two distinct orbitals `i` and `j` and leaves
all others alone (the formula is meant for `i ≠ j`). -/
def givens (i j : ι) (θ : ℝ) : Matrix ι ι ℝ := fun a =>
  if a = i then Real.cos θ • (Pi.single i 1 : ι → ℝ) - Real.sin θ • (Pi.single j 1 : ι → ℝ)
  else if a = j then
    Real.sin θ • (Pi.single i 1 : ι → ℝ) + Real.cos θ • (Pi.single j 1 : ι → ℝ)
  else (Pi.single a 1 : ι → ℝ)

/-- A matrix is a Givens rotation if it rotates some pair of distinct orbitals. -/
def IsGivens (G : Matrix ι ι ℝ) : Prop := ∃ i j θ, i ≠ j ∧ G = givens i j θ

/-- The diagonal occupation matrix with one electron in orbital `o`. -/
def refOcc (o : ι) : Matrix ι ι ℝ := diagonal (Pi.single o 1)

/-- A real single-electron occupation matrix: symmetric, idempotent and of trace one. -/
def IsSingleElectron (P : Matrix ι ι ℝ) : Prop := Pᵀ = P ∧ P * P = P ∧ P.trace = 1

/-- The action of a two-orbital rotation on the amplitudes of an orbital. -/
theorem givens_mulVec (i j : ι) (θ : ℝ) (v : ι → ℝ) (a : ι) :
    (givens i j θ *ᵥ v) a =
      if a = i then Real.cos θ * v i - Real.sin θ * v j
      else if a = j then Real.sin θ * v i + Real.cos θ * v j else v a := by
  change givens i j θ a ⬝ᵥ v = _
  simp only [givens]
  split_ifs <;> simp [sub_dotProduct, add_dotProduct, smul_dotProduct]

/-- For any square matrix `U`, the entries of `U D Uᵀ`, with `D` the reference occupation of orbital
`o`, are the products of pairs of amplitudes of `U e_o`, where `e_o` is the basis orbital `o`. -/
theorem conj_apply (U : Matrix ι ι ℝ) (o a b : ι) : (U * refOcc o * Uᵀ) a b =
    (U *ᵥ Pi.single o 1) a * (U *ᵥ Pi.single o 1) b := by
  rw [Matrix.mul_apply]
  simp [refOcc, mul_diagonal, Pi.single_apply]

/-- After a sequence of Givens rotations of the reference occupation, the number of orbitals
with nonzero occupation is at most the number of rotations plus one. -/
theorem card_occupied_le (o : ι) (L : List (Matrix ι ι ℝ)) (hL : ∀ G ∈ L, IsGivens G) :
    (Finset.univ.filter fun a => (L.prod * refOcc o * L.prodᵀ) a a ≠ 0).card
      ≤ L.length + 1 := by
  simp only [conj_apply, mul_self_ne_zero]
  induction L with
  | nil =>
    refine (Finset.card_le_card (t := {o}) fun a ha => ?_).trans (by simp)
    by_contra h
    simp_all
  | cons G L ih =>
    have h1 := ih fun K hK => hL K (by simp [hK])
    obtain ⟨i, j, θ, _, rfl⟩ := hL G (by simp)
    rw [List.prod_cons, ← mulVec_mulVec, List.length_cons]
    generalize L.prod *ᵥ Pi.single o 1 = v at h1 ⊢
    -- a rotation adds at most one orbital to the support
    obtain ⟨q, hq⟩ : ∃ q, ∀ a, (givens i j θ *ᵥ v) a ≠ 0 → a = q ∨ v a ≠ 0 := by
      by_cases hi : v i = 0
      · refine ⟨i, fun a ha => ?_⟩
        rw [givens_mulVec] at ha
        by_cases h2 : a = i
        · exact Or.inl h2
        · refine Or.inr fun h3 => ha ?_
          by_cases h4 : a = j
          · rw [if_neg h2, if_pos h4, hi, ← h4, h3]; ring
          · rw [if_neg h2, if_neg h4, h3]
      · refine ⟨j, fun a ha => ?_⟩
        rw [givens_mulVec] at ha
        by_cases h2 : a = i
        · exact Or.inr (h2 ▸ hi)
        · by_cases h4 : a = j
          · exact Or.inl h4
          · rw [if_neg h2, if_neg h4] at ha
            exact Or.inr ha
    have hsub : (Finset.univ.filter fun a => (givens i j θ *ᵥ v) a ≠ 0) ⊆
        insert q (Finset.univ.filter fun a => v a ≠ 0) := fun a ha => by
      simpa using hq a (Finset.mem_filter.1 ha).2
    have h5 := (Finset.card_le_card hsub).trans (Finset.card_insert_le _ _)
    omega

/-- On `n + 1` orbitals, the matrix with all entries `1/(n+1)` is a single-electron occupation
matrix, and no sequence of fewer than `n` Givens rotations produces it from
`diag(1,0,…,0)`. -/
theorem equal_weight_needs_all (n : ℕ) :
    let P : Matrix (Fin (n + 1)) (Fin (n + 1)) ℝ := Matrix.of fun _ _ => ((n : ℝ) + 1)⁻¹
    IsSingleElectron P ∧ ∀ L : List (Matrix (Fin (n + 1)) (Fin (n + 1)) ℝ),
      (∀ G ∈ L, IsGivens G) → P = L.prod * refOcc 0 * L.prodᵀ → n ≤ L.length := by
  intro P
  have hn : (n : ℝ) + 1 ≠ 0 := by positivity
  refine ⟨⟨rfl, ?_, ?_⟩, fun L hL h => ?_⟩
  · ext a b
    simp [P, Matrix.mul_apply, hn]
  · simp [P, Matrix.trace, hn]
  · have h1 := card_occupied_le 0 L hL
    -- every orbital is occupied
    have hsub : (Finset.univ : Finset (Fin (n + 1))) ⊆
        Finset.univ.filter fun a => (L.prod * refOcc 0 * L.prodᵀ) a a ≠ 0 := fun a _ => by
      refine Finset.mem_filter.2 ⟨Finset.mem_univ a, ?_⟩
      rw [← h]
      exact inv_ne_zero hn
    have h2 := (Finset.card_le_card hsub).trans h1
    rw [Finset.card_univ, Fintype.card_fin] at h2
    omega

end

end EqualWeightNeedsAll
```

The compiler's answer:

```
Main.lean:101:36: error: Function expected at
  L.prod * refOcc 0 * L.prodᵀ
but this term has type
  ?m.183

Note: Expected a function because this term is being applied to the argument
  a
```

Cause. The message says that `L.prod * refOcc 0 * L.prodᵀ` is applied to `a` while its type is still the unknown `?m.183`, so Lean can't tell that it is a function. The trouble comes from `refOcc 0`: the bare numeral `0` doesn't say which orbital type it belongs to, so the index type of that matrix is open when Lean elaborates the product. The multiplication instance, which would fix the type of the result, can't yet be found, and the entry `a a` is requested too early. In `card_occupied_le` the same expression causes no trouble, because there `o : ι` has a known type.

The diff's one change writes the type `Matrix (Fin (n + 1)) (Fin (n + 1)) ℝ` on the product, inside the parentheses. Lean then knows that the product is a matrix before applying it to the indices, and can read the `0` as an element of `Fin (n + 1)`. The mathematical argument is unchanged.

The mended proof, as a diff:

```diff
@@ -99,5 +99,6 @@
     -- every orbital is occupied
     have hsub : (Finset.univ : Finset (Fin (n + 1))) ⊆
-        Finset.univ.filter fun a => (L.prod * refOcc 0 * L.prodᵀ) a a ≠ 0 := fun a _ => by
+        Finset.univ.filter fun a => (L.prod * refOcc 0 * L.prodᵀ :
+          Matrix (Fin (n + 1)) (Fin (n + 1)) ℝ) a a ≠ 0 := fun a _ => by
       refine Finset.mem_filter.2 ⟨Finset.mem_univ a, ?_⟩
       rw [← h]
```
